# A uniform Bose gas with negative anomalous density has a gapped Hartree-Fock-Bogoliubov spectrum

A Hartree-Fock-Bogoliubov (HFB) calculation for a uniform condensate can return excitation energies that stay finite as the momentum goes to zero, where a phonon branch should begin at zero. If the gap is taken for a numerical error, the search turns to the momentum grid or the convergence threshold, and refining them does not help. At fixed densities the gap follows from the equations themselves: for a contact coupling $g>0$, condensate density $n_0>0$ and anomalous density $m<0$, it equals $2g\sqrt{n_0|m|}$.

The derivation treats one momentum at a time, so the algebra is that of a $2\times2$ matrix.

```lean
import Mathlib

open Matrix

namespace HFBSpuriousGap

noncomputable section
```

## The Bogoliubov equations at one momentum

Let $e=\hbar^2k^2/2M\ge 0$ be the kinetic energy of an atom of mass $M$, $n_1$ the noncondensate density and $\mu$ the chemical potential. The normal term is

$$A(e)=e+2g(n_0+n_1)-\mu .$$

The factor 2 counts the direct and exchange contributions. In Lean `mu` is a free argument, so that different choices can be compared.

```lean
/-- The normal (diagonal) term of the Bogoliubov equations for a uniform Bose gas: kinetic
energy `e` plus the mean field of condensate `n0` and noncondensate `n1`, minus `mu`. -/
def normalTerm (g n0 n1 mu e : ℝ) : ℝ := e + 2 * g * (n0 + n1) - mu
```

The pair term couples particle and hole amplitudes. The condensate and the anomalous average $m=\langle\tilde\psi\tilde\psi\rangle$ of the fluctuation field $\tilde\psi$ both contribute:

$$B=g(n_0+m).$$

The condensate amplitude is taken real, and $m$ is assumed real in the same phase convention.

```lean
/-- The pair (off-diagonal) term, with condensate density `n0` and anomalous density `m`. -/
def pairTerm (g n0 m : ℝ) : ℝ := g * (n0 + m)
```

The HFB chemical potential is the one for which a uniform condensate solves its own mean-field equation, with $m$ included:

$$\mu_{\rm HFB}=g(n_0+2n_1+m).$$

It enters here as a definition; the variational argument behind it is not formalised.

```lean
/-- The Hartree-Fock-Bogoliubov chemical potential. -/
def muHFB (g n0 n1 m : ℝ) : ℝ := g * (n0 + 2 * n1 + m)
```

The Hugenholtz-Pines relation fixes $\mu$ as the normal self-energy minus the anomalous one at zero momentum and frequency. At the present level these are $2g(n_0+n_1)$ and $g(n_0+m)$, which gives

$$\mu_{\rm HP}=g(n_0+2n_1-m).$$

The relation in general concerns the exact self-energies of the interacting gas. What is used below is only this mean-field value, again as a definition.

```lean
/-- The Hugenholtz-Pines chemical potential, in which the anomalous density enters with the
opposite sign. -/
def muHP (g n0 n1 m : ℝ) : ℝ := g * (n0 + 2 * n1 - m)
```

The amplitudes $(u,v)$ of a mode with energy $\omega$ satisfy $Au+Bv=\omega u$ and $-Bu-Av=\omega v$. The matrix is not Hermitian, so its eigenvalues need not be real, and it is therefore set up over $\mathbb C$.

```lean
/-- The Bogoliubov matrix acting on the amplitudes `(u, v)`. -/
def bogoliubovMatrix (a b : ℝ) : Matrix (Fin 2) (Fin 2) ℂ :=
  !![(a : ℂ), (b : ℂ); -(b : ℂ), -(a : ℂ)]
```

A mode energy is an eigenvalue with a nonzero amplitude vector. This admits both signs of $\omega$. In the gapped case below, the physical excitation is the positive one, with amplitudes scaled to $|u|^2-|v|^2=1$; `IsMode` imposes no normalisation.

```lean
/-- `ω` is a mode energy: the Bogoliubov equations have a nonzero solution `(u, v)` at `ω`. -/
def IsMode (a b : ℝ) (ω : ℂ) : Prop :=
  ∃ w : Fin 2 → ℂ, w ≠ 0 ∧ bogoliubovMatrix a b *ᵥ w = ω • w
```

The candidate for the gap is $2g\sqrt{n_0(-m)}$, where $-m=|m|$ for negative $m$.

```lean
/-- The energy gap `2 g √(n0 |m|)` for a negative anomalous density `m`. -/
def gap (g n0 m : ℝ) : ℝ := 2 * g * Real.sqrt (n0 * (-m))
```

## Mode energies from the determinant

A nonzero solution exists exactly when the secular determinant vanishes:

$$\det\begin{pmatrix}A-\omega & B\\ -B & -A-\omega\end{pmatrix}=\omega^2-A^2+B^2=0 .$$

Hence $\omega$ is a mode energy if and only if $\omega^2=A^2-B^2$. In the proof `N` is the secular matrix, `hN` identifies its kernel with the modes at $\omega$, and `hdet` evaluates the determinant. Mathlib's `Matrix.exists_mulVec_eq_zero_iff` supplies the link between a nonzero kernel vector and a zero determinant.

```lean
/-- A complex number `ω` is a mode energy exactly when `ω² = A² - B²`. -/
theorem isMode_iff (a b : ℝ) (ω : ℂ) :
    IsMode a b ω ↔ ω ^ 2 = ((a ^ 2 - b ^ 2 : ℝ) : ℂ) := by
  -- the secular matrix, whose kernel consists of the modes at energy ω
  let N : Matrix (Fin 2) (Fin 2) ℂ :=
    !![(a : ℂ) - ω, (b : ℂ); -(b : ℂ), -(a : ℂ) - ω]
  have hN : ∀ w : Fin 2 → ℂ, N *ᵥ w = bogoliubovMatrix a b *ᵥ w - ω • w := by
    intro w
    ext i
    fin_cases i <;>
      simp [N, bogoliubovMatrix, Matrix.mulVec, dotProduct, Fin.sum_univ_two] <;> ring
  have hdet : N.det = ω ^ 2 - ((a : ℂ) ^ 2 - (b : ℂ) ^ 2) := by
    simp only [N, Matrix.det_fin_two_of]
    ring
  have key : IsMode a b ω ↔ N.det = 0 := by
    rw [← Matrix.exists_mulVec_eq_zero_iff]
    constructor
    · rintro ⟨w, hw, h⟩
      exact ⟨w, hw, by rw [hN, h, sub_self]⟩
    · rintro ⟨w, hw, h⟩
      rw [hN] at h
      exact ⟨w, hw, sub_eq_zero.mp h⟩
  rw [key, hdet, sub_eq_zero]
  push_cast
  exact Iff.rfl
```

## The gap in the squared energy

Inserting $\mu_{\rm HFB}$ cancels $n_1$ and leaves $A=e+g(n_0-m)$. Then $A-B=e-2gm$ and $A+B=e+2gn_0$, so

$$A^2-B^2=(e-2gm)(e+2gn_0).$$

```lean
/-- With the Hartree-Fock-Bogoliubov chemical potential the squared mode energy factorises. -/
theorem hfb_factorisation (g n0 n1 m e : ℝ) :
    normalTerm g n0 n1 (muHFB g n0 n1 m) e ^ 2 - pairTerm g n0 m ^ 2
      = (e - 2 * g * m) * (e + 2 * g * n0) := by
  unfold normalTerm muHFB pairTerm
  ring
```

Expanding around $e=0$ separates the bound from the excess:

$$A^2-B^2=-4g^2n_0m+e\,\bigl(e+2gn_0-2gm\bigr).$$

For $g,n_0>0$ and $m<0$ the first term is positive and so is the bracket. For $e\ge0$ the excess is therefore nonnegative, and it vanishes only at $e=0$. No condition $m>-n_0$ is needed, and $n_1$ may be any real number.

The theorem states three things together: the bound is positive, it holds, and equality is equivalent to $e=0$. In the proof `hd` is the expansion above and `h3` is the positivity of the bracket.

```lean
/-- For `g, n0 > 0`, `m < 0` and `e ≥ 0`, the squared Hartree-Fock-Bogoliubov mode energy is bounded
below by the positive number `-4 g² n0 m`, and the bound is attained only at zero kinetic energy. -/
theorem hfb_not_gapless {g n0 m e : ℝ} (n1 : ℝ) (hg : 0 < g) (hn : 0 < n0) (hm : m < 0)
    (he : 0 ≤ e) :
    0 < -4 * g ^ 2 * n0 * m ∧
    -4 * g ^ 2 * n0 * m
      ≤ normalTerm g n0 n1 (muHFB g n0 n1 m) e ^ 2 - pairTerm g n0 m ^ 2 ∧
    (normalTerm g n0 n1 (muHFB g n0 n1 m) e ^ 2 - pairTerm g n0 m ^ 2
      = -4 * g ^ 2 * n0 * m ↔ e = 0) := by
  rw [hfb_factorisation]
  have h1 : 0 < g * n0 := mul_pos hg hn
  have h2 : 0 < g * (-m) := mul_pos hg (neg_pos.mpr hm)
  have h3 : 0 < e + 2 * (g * n0) + 2 * (g * (-m)) := by linarith
  -- the excess over the bound is e times a positive factor
  have hd : (e - 2 * g * m) * (e + 2 * g * n0)
      = -4 * g ^ 2 * n0 * m + e * (e + 2 * (g * n0) + 2 * (g * (-m))) := by ring
  refine ⟨?_, ?_, ?_⟩
  · have h4 := mul_pos h1 h2
    linarith [show -4 * g ^ 2 * n0 * m = 4 * (g * n0 * (g * (-m))) by ring]
  · rw [hd]
    linarith [mul_nonneg he h3.le]
  · rw [hd]
    constructor
    · intro h
      have h5 : e * (e + 2 * (g * n0) + 2 * (g * (-m))) = 0 := by linarith
      exact (mul_eq_zero.mp h5).resolve_right h3.ne'
    · intro h
      rw [h]
      ring
```

## From squared energies to real energies

Since $\omega$ was allowed to be complex, its reality has to be derived. Write $\omega=x+iy$ and suppose $\omega^2=r>0$. Then $x^2-y^2=r$ and $2xy=0$. The case $x=0$ would give $-y^2=r>0$, which is impossible, so $y=0$ and $x^2=r$.

```lean
/-- A complex energy whose square is a positive real number is itself real. -/
theorem real_of_sq_pos {ω : ℂ} {r : ℝ} (hr : 0 < r) (h : ω ^ 2 = (r : ℂ)) :
    ω.im = 0 ∧ ω.re ^ 2 = r := by
  rw [pow_two] at h
  have hre := congrArg Complex.re h
  have him := congrArg Complex.im h
  simp only [Complex.mul_re, Complex.ofReal_re] at hre
  simp only [Complex.mul_im, Complex.ofReal_im] at him
  have h0 : ω.re * ω.im = 0 := by linarith
  have hi : ω.im = 0 := by
    rcases mul_eq_zero.mp h0 with h1 | h1
    · rw [h1] at hre
      nlinarith [mul_self_nonneg ω.im]
    · exact h1
  refine ⟨hi, ?_⟩
  rw [hi] at hre
  linarith [pow_two ω.re]
```

Taking square roots of the bound gives, for every HFB mode energy,

$$|\omega|\ \ge\ 2g\sqrt{n_0|m|},$$

with equality exactly at $e=0$. The hypothesis `hω` says that `ω` is a mode energy for the HFB normal and pair terms; the conclusion gives a vanishing imaginary part, the lower bound on `|ω.re|` and the equality case. The proof compares squares of nonnegative numbers, using `hgap` for the square of the gap.

```lean
/-- For `g, n0 > 0`, `m < 0` and `e ≥ 0`, every Hartree-Fock-Bogoliubov mode energy is real and at
least `2 g √(n0 |m|)` in magnitude, with equality exactly at zero kinetic energy. -/
theorem hfb_mode_gap {g n0 m e : ℝ} {n1 : ℝ} {ω : ℂ} (hg : 0 < g) (hn : 0 < n0)
    (hm : m < 0) (he : 0 ≤ e)
    (hω : IsMode (normalTerm g n0 n1 (muHFB g n0 n1 m) e) (pairTerm g n0 m) ω) :
    ω.im = 0 ∧ gap g n0 m ≤ |ω.re| ∧ (|ω.re| = gap g n0 m ↔ e = 0) := by
  obtain ⟨hpos, hle, heq⟩ := hfb_not_gapless n1 hg hn hm he
  obtain ⟨hi, hr⟩ := real_of_sq_pos (lt_of_lt_of_le hpos hle) ((isMode_iff _ _ _).mp hω)
  have hgap0 : 0 ≤ gap g n0 m := by unfold gap; positivity
  have hgap : gap g n0 m ^ 2 = -4 * g ^ 2 * n0 * m := by
    unfold gap
    rw [mul_pow, Real.sq_sqrt (mul_nonneg hn.le (neg_nonneg.mpr hm.le))]
    ring
  -- compare squares of nonnegative numbers
  refine ⟨hi, ?_, ?_⟩
  · rw [← sq_le_sq₀ hgap0 (abs_nonneg _), sq_abs, hgap, hr]
    exact hle
  · rw [← sq_eq_sq₀ (abs_nonneg _) hgap0, sq_abs, hgap, hr]
    exact heq
```

In a code that diagonalises this matrix momentum by momentum, the result gives a direct check when $g,n_0>0$ and $m<0$: at $k=0$ the positive eigenvalue must equal $2g\sqrt{n_0|m|}$, evaluated with the $n_0$ and $m$ that the code put into $\mu$ and $B$. A mismatch beyond rounding means that the matrix was not built from the formulas for $A$, $B$ and $\mu_{\rm HFB}$ with one common set of $g$, $n_0$, $n_1$ and $m$, or that it was diagonalised wrongly. The theorem takes $n_0$, $n_1$ and $m$ as given numbers. It does not address their self-consistent determination, nor the renormalisation that $m$ requires for a contact interaction. That renormalisation can make $m$ positive; the squared energy at $k=0$, which is $-4g^2n_0m$, is then negative, and neither the theorem nor the check applies.

## Which chemical potentials allow a zero mode

At $e=0$ a mode with $\omega=0$ requires $A^2=B^2$, hence $A=B$ or $A=-B$. With $A=2g(n_0+n_1)-\mu$ these two cases read

$$\mu=g(n_0+2n_1-m)=\mu_{\rm HP}\qquad\text{or}\qquad \mu=g(3n_0+2n_1+m).$$

The two values coincide when $g(n_0+m)=0$. The equivalence holds for all real parameters. In the proof `hz` turns the mode condition into $A^2-B^2=0$, and `hf` factorises the left side as a quadratic in $\mu$.

```lean
/-- At zero kinetic energy a zero-energy mode exists exactly when `mu` is the Hugenholtz-Pines value
or `g * (3 * n0 + 2 * n1 + m)`. -/
theorem zero_mode_iff (g n0 n1 m mu : ℝ) :
    IsMode (normalTerm g n0 n1 mu 0) (pairTerm g n0 m) 0 ↔
      mu = muHP g n0 n1 m ∨ mu = g * (3 * n0 + 2 * n1 + m) := by
  have hz : IsMode (normalTerm g n0 n1 mu 0) (pairTerm g n0 m) 0 ↔
      normalTerm g n0 n1 mu 0 ^ 2 - pairTerm g n0 m ^ 2 = 0 := by
    rw [isMode_iff]
    constructor
    · intro h
      have h' : (0 : ℝ) ^ 2 = normalTerm g n0 n1 mu 0 ^ 2 - pairTerm g n0 m ^ 2 := by
        exact_mod_cast h
      linarith
    · intro h
      rw [h]
      simp
  have hf : normalTerm g n0 n1 mu 0 ^ 2 - pairTerm g n0 m ^ 2
      = (mu - muHP g n0 n1 m) * (mu - g * (3 * n0 + 2 * n1 + m)) := by
    unfold normalTerm pairTerm muHP
    ring
  rw [hz, hf, mul_eq_zero, sub_eq_zero, sub_eq_zero]
```

Now set $\mu=\mu_{\rm HFB}$ with $g,n_0>0$. Equality with the first value gives $m=-m$, so $m=0$. Equality with the second gives $n_0=3n_0$, which contradicts $n_0>0$. Conversely, at $m=0$ the HFB and Hugenholtz-Pines values agree and the zero mode is present. The two cases of the `rintro` step are these two equalities, each divided by $g$.

```lean
/-- For `g, n0 > 0` and the Hartree-Fock-Bogoliubov chemical potential, a zero-energy mode at zero
kinetic energy exists only if the anomalous density vanishes, and then it does exist. -/
theorem hfb_zero_mode_iff {g n0 : ℝ} (n1 m : ℝ) (hg : 0 < g) (hn : 0 < n0) :
    IsMode (normalTerm g n0 n1 (muHFB g n0 n1 m) 0) (pairTerm g n0 m) 0 ↔ m = 0 := by
  rw [zero_mode_iff]
  unfold muHFB muHP
  constructor
  · rintro (h | h)
    · have h1 := mul_left_cancel₀ hg.ne' h
      linarith
    · have h1 := mul_left_cancel₀ hg.ne' h
      linarith
  · intro h
    left
    rw [h]
    ring
```

In calculations this appears as the Popov approximation, which sets $m=0$ in both $\mu$ and $B$ and so gives a gapless spectrum for the uniform gas.

## The spectrum with the Hugenholtz-Pines value

If $m$ is kept in $B$ and $\mu$ is set to $\mu_{\rm HP}$, then $A=e+g(n_0+m)=e+B$, and

$$A^2-B^2=e\,\bigl(e+2g(n_0+m)\bigr).$$

Here the condition $m>-n_0$ does its work. Together with $g>0$ it makes the pair term positive, so the bracket is positive for every $e\ge0$. The squared energy is then nonnegative and vanishes exactly at $e=0$. Physically, the condition says that the anomalous density does not outweigh the condensate in the pair term; if it did, the squared energy would be negative at small positive $e$ and those modes would be unstable.

The theorem concerns the spectrum for a prescribed $\mu$; whether that $\mu$ is consistent with the HFB condensate equation is a separate matter, and for $m\neq0$ the two values differ by $2gm$. In the proof `hf` is the factorisation and `h2` the positivity of the bracket.

```lean
/-- With the Hugenholtz-Pines chemical potential, `g > 0`, `m > -n0` and `e ≥ 0`, the squared mode
energy is nonnegative and vanishes exactly at zero kinetic energy. -/
theorem hugenholtz_pines_gapless {g n0 m e : ℝ} (n1 : ℝ) (hg : 0 < g) (hm : -n0 < m)
    (he : 0 ≤ e) :
    0 ≤ normalTerm g n0 n1 (muHP g n0 n1 m) e ^ 2 - pairTerm g n0 m ^ 2 ∧
    (normalTerm g n0 n1 (muHP g n0 n1 m) e ^ 2 - pairTerm g n0 m ^ 2 = 0 ↔ e = 0) := by
  have hf : normalTerm g n0 n1 (muHP g n0 n1 m) e ^ 2 - pairTerm g n0 m ^ 2
      = e * (e + 2 * (g * (n0 + m))) := by
    unfold normalTerm muHP pairTerm
    ring
  have h1 : 0 < g * (n0 + m) := mul_pos hg (by linarith)
  have h2 : 0 < e + 2 * (g * (n0 + m)) := by linarith
  rw [hf]
  refine ⟨mul_nonneg he h2.le, ?_⟩
  rw [mul_eq_zero]
  exact or_iff_left h2.ne'

end

end HFBSpuriousGap
```

```lean
#print axioms HFBSpuriousGap.hfb_mode_gap
#print axioms HFBSpuriousGap.hfb_zero_mode_iff
#print axioms HFBSpuriousGap.hugenholtz_pines_gapless
```

```
'HFBSpuriousGap.hfb_mode_gap' depends on axioms: [propext, Classical.choice, Quot.sound]
'HFBSpuriousGap.hfb_zero_mode_iff' depends on axioms: [propext, Classical.choice, Quot.sound]
'HFBSpuriousGap.hugenholtz_pines_gapless' depends on axioms: [propext, Classical.choice, Quot.sound]
```
